# With nonzero hopping, intersite repulsion widens the charge gap of the half-filled Hubbard dimer and narrows its optical gap

When a GW and Bethe–Salpeter code is tried out on the half-filled Hubbard dimer, one can scan the intersite repulsion at fixed hopping and on-site interaction, and compare the direction in which each computed gap moves with the exact one. In this two-site, one-orbital model the exact directions are opposite: the charge gap rises and the optical gap falls. The result concerns the exact gaps, not their GW or Bethe–Salpeter approximations.

The Hamiltonian is

$$H=-t\sum_\sigma\left(c^\dagger_{1\sigma}c_{2\sigma}+c^\dagger_{2\sigma}c_{1\sigma}\right)+U\sum_{i=1,2} n_{i\uparrow}n_{i\downarrow}+V n_1n_2,$$

with hopping $t>0$, on-site interaction $U$ and intersite interaction $V$. Both interactions may be any real numbers. The operator $n_{i\sigma}$ counts electrons of spin $\sigma$ on site $i$, and $n_i=n_{i\uparrow}+n_{i\downarrow}$.

```lean
import Mathlib

open Matrix

namespace ExtendedHubbardDimer

noncomputable section
```

## Levels and ground energies

A level of a real Hamiltonian matrix is a real number $e$ with $Hv=ev$ for some nonzero real vector $v$. In Lean, `H *ᵥ v` is the matrix acting on the vector, which need not be normalised.

```lean
/-- The energy levels of a real Hamiltonian matrix: its real eigenvalues, each with a
nonzero real eigenvector. -/
def levels {n : Type} [Fintype n] (H : Matrix n n ℝ) : Set ℝ :=
  {e | ∃ v : n → ℝ, v ≠ 0 ∧ H *ᵥ v = e • v}
```

The ground energy is the infimum of the levels. For each matrix used below, this infimum is shown to be a level itself.

```lean
/-- The ground energy: the infimum of the energy levels. -/
def groundEnergy {n : Type} [Fintype n] (H : Matrix n n ℝ) : ℝ := sInf (levels H)
```

## Matrices for one, two and three electrons

The matrices are written down by hand from $H$, and the Lean development starts from them. One electron has no interaction energy and hops with amplitude $-t$.

```lean
/-- One electron of fixed spin, on site 1 or on site 2. -/
def hamOne (t : ℝ) : Matrix (Fin 2) (Fin 2) ℝ := !![0, -t; -t, 0]
```

Two electrons on the same site cost $U$, and on different sites $V$. With the spin-up creation operator always written first, every hop between these configurations has amplitude $-t$. Only zero spin projection is included. The two parallel-spin states cannot hop and have energy $V$, which will turn out to lie above the ground energy.

```lean
/-- Two electrons with zero total spin projection, in the basis
(1↑1↓, 2↑2↓, 1↑2↓, 2↑1↓). -/
def hamTwo (t U V : ℝ) : Matrix (Fin 4) (Fin 4) ℝ :=
  !![U, 0, -t, -t; 0, U, -t, -t; -t, -t, V, 0; -t, -t, 0, V]
```

With three electrons, one site is doubly occupied and $n_1n_2=2$, so the diagonal energy is $U+2V$. The sign of the off-diagonal element depends on the phases of the basis states and does not affect the levels.

```lean
/-- Three electrons with fixed spin projection: the doubly occupied site is 1 or 2. -/
def hamThree (t U V : ℝ) : Matrix (Fin 2) (Fin 2) ℝ :=
  !![U + 2 * V, t; t, U + 2 * V]
```

## The two gaps

Write $E(N)$ for the ground energy with $N$ electrons. The charge gap is the ionisation energy minus the electron affinity of the half-filled dimer:

$$[E(1)-E(2)]-[E(2)-E(3)]=E(1)+E(3)-2E(2).$$

```lean
/-- The charge gap E(1) + E(3) - 2 E(2) of the half-filled dimer. -/
def chargeGap (t U V : ℝ) : ℝ :=
  groundEnergy (hamOne t) + groundEnergy (hamThree t U V) - 2 * groundEnergy (hamTwo t U V)
```

The optical gap is the distance from $E(2)$ to the level $U$, which is shown below to be the one that the dipole operator reaches.

```lean
/-- The optical gap: the distance from the two-electron ground energy to the level U. -/
def opticalGap (t U V : ℝ) : ℝ := U - groundEnergy (hamTwo t U V)
```

In units of charge times site separation, and up to an overall sign, the dipole operator is $(n_1-n_2)/2$. It is $\pm1$ on the doubly occupied configurations and zero on the other two.

```lean
/-- The dipole operator (n₁ - n₂)/2 in the two-electron basis of `hamTwo`. -/
def dipole : Matrix (Fin 4) (Fin 4) ℝ := Matrix.diagonal ![1, -1, 0, 0]
```

The site-symmetric two-electron states give the matrix with diagonal $V,U$ and off-diagonal element $-2t$. Its secular equation is $(U-E)(V-E)=4t^2$, with lower root

$$E=\frac{U+V-s}{2},\qquad s=\sqrt{(U-V)^2+16t^2}.$$

```lean
/-- The lower root of the secular equation of [[V, -2t], [-2t, U]]. -/
def pairEnergy (t U V : ℝ) : ℝ := (U + V - √((U - V) ^ 2 + 16 * t ^ 2)) / 2
```

## One and three electrons

Both of these matrices have equal diagonal entries $a$ and off-diagonal entry $b$. The eigenvalue equations are $av_0+bv_1=ev_0$ and $bv_0+av_1=ev_1$. Adding and subtracting them gives

$$(a+b-e)(v_0+v_1)=0,\qquad (a-b-e)(v_0-v_1)=0.$$

If $e<a-|b|$, both first factors are positive, so $v_0=v_1=0$, which is not allowed. The value $a-|b|$ is reached by $(1,-1)/\sqrt2$ for $b\ge0$ and by $(1,1)/\sqrt2$ for $b\le0$. Hence $E(1)=-t$ and $E(3)=U+2V-t$.

`IsLeast` states both halves: the value is a level, and no level lies below it. The steps `p` and `q` are the two decoupled equations.

```lean
/-- Two equivalent sites of energy a coupled by b have lowest level a - |b|. -/
theorem two_site_ground (a b : ℝ) : IsLeast (levels !![a, b; b, a]) (a - |b|) := by
  constructor
  · simp only [levels, Set.mem_ofPred_eq]
    rcases le_total 0 b with h | h
    · refine ⟨![1, -1], fun h0 => by simpa using congrFun h0 0, ?_⟩
      rw [abs_of_nonneg h]
      ext i
      fin_cases i <;> simp [Matrix.mulVec, dotProduct, Fin.sum_univ_two] <;> ring
    · refine ⟨![1, 1], fun h0 => by simpa using congrFun h0 0, ?_⟩
      rw [abs_of_nonpos h]
      ext i
      fin_cases i <;> simp [Matrix.mulVec, dotProduct, Fin.sum_univ_two]
      ring
  · rintro e ⟨v, hv, h⟩
    have h0 : a * v 0 + b * v 1 = e * v 0 := by
      simpa [Matrix.mulVec, dotProduct, Fin.sum_univ_two] using congrFun h 0
    have h1 : b * v 0 + a * v 1 = e * v 1 := by
      simpa [Matrix.mulVec, dotProduct, Fin.sum_univ_two] using congrFun h 1
    by_contra hlt
    have hlt' : e < a - |b| := lt_of_not_ge hlt
    have hb := neg_abs_le b
    have hb' := le_abs_self b
    -- the even and odd combinations decouple, and both must vanish
    have p : (a + b - e) * (v 0 + v 1) = 0 := by linear_combination h0 + h1
    have q : (a - b - e) * (v 0 - v 1) = 0 := by linear_combination h0 - h1
    have p' := (mul_eq_zero.mp p).resolve_left (ne_of_gt (by linarith))
    have q' := (mul_eq_zero.mp q).resolve_left (ne_of_gt (by linarith))
    apply hv
    ext i
    fin_cases i <;> simp <;> linarith
```

## The lower root lies below both U and V

From the closed form,

$$U-E=\frac{s+(U-V)}2,\qquad V-E=\frac{s-(U-V)}2.$$

Their product is $[s^2-(U-V)^2]/4=4t^2$. Since $t>0$, we have $s>|U-V|$, so both differences are positive. In the proof, `hs` is the square of the root and `hlt` is this inequality.

```lean
/-- For t > 0 the energy `pairEnergy` solves (U - E)(V - E) = 4t² and lies below both
U and V. -/
theorem pairEnergy_spec {t : ℝ} (ht : 0 < t) (U V : ℝ) :
    (U - pairEnergy t U V) * (V - pairEnergy t U V) = 4 * t ^ 2 ∧
      pairEnergy t U V < U ∧ pairEnergy t U V < V := by
  have hs : √((U - V) ^ 2 + 16 * t ^ 2) ^ 2 = (U - V) ^ 2 + 16 * t ^ 2 :=
    Real.sq_sqrt (by positivity)
  have hlt : |U - V| < √((U - V) ^ 2 + 16 * t ^ 2) :=
    abs_lt_of_sq_lt_sq (by rw [hs]; nlinarith [pow_pos ht 2]) (Real.sqrt_nonneg _)
  obtain ⟨h1, h2⟩ := abs_lt.mp hlt
  unfold pairEnergy
  refine ⟨by linear_combination hs / 4, by linarith, by linarith⟩
```

## The lowest of all four two-electron levels

Let $v_0,v_1$ be the amplitudes of the doubly occupied configurations and $v_2,v_3$ those of the others. The eigenvalue equation at energy $e$ reads

$$(U-e)v_0=(U-e)v_1=t(v_2+v_3),$$
$$(V-e)v_2=(V-e)v_3=t(v_0+v_1).$$

```lean
/-- The two-electron eigenvalue equation written out in the four basis amplitudes. -/
theorem two_electron_equations {t U V e : ℝ} {v : Fin 4 → ℝ}
    (h : hamTwo t U V *ᵥ v = e • v) :
    (U - e) * v 0 = t * (v 2 + v 3) ∧ (U - e) * v 1 = t * (v 2 + v 3) ∧
      (V - e) * v 2 = t * (v 0 + v 1) ∧ (V - e) * v 3 = t * (v 0 + v 1) := by
  have h0 := congrFun h 0
  have h1 := congrFun h 1
  have h2 := congrFun h 2
  have h3 := congrFun h 3
  simp [hamTwo, Matrix.mulVec, dotProduct, Fin.sum_univ_four] at h0 h1 h2 h3
  refine ⟨by linarith, by linarith, by linarith, by linarith⟩
```

The vector $(2t,2t,U-E,U-E)$ solves these equations at $e=E$: the first pair holds directly, and the second is the secular equation. Its normalised form is obtained by dividing by $\sqrt{8t^2+2(U-E)^2}$.

Now suppose that $e<E$ were a level. Then $U-e$ and $V-e$ are positive, so $v_0=v_1$ and $v_2=v_3$. Eliminating one amplitude gives

$$[(U-e)(V-e)-4t^2]\,v_0=0,$$

and the same equation for $v_2$. With $d=E-e>0$, the bracket equals $d(U-E)+d(V-E)+d^2>0$. All amplitudes vanish, a contradiction.

In Lean, `mul_left_cancel₀` supplies the site symmetry, `hpos` the positive bracket, and `linear_combination` the elimination.

```lean
/-- For t > 0 the lowest two-electron level is `pairEnergy`. -/
theorem two_electron_ground {t : ℝ} (ht : 0 < t) (U V : ℝ) :
    IsLeast (levels (hamTwo t U V)) (pairEnergy t U V) := by
  obtain ⟨hE, hU, hV⟩ := pairEnergy_spec ht U V
  set E := pairEnergy t U V
  constructor
  · simp only [levels, Set.mem_ofPred_eq]
    refine ⟨![2 * t, 2 * t, U - E, U - E], fun h0 => ?_, ?_⟩
    · have h1 : 2 * t = 0 := congrFun h0 0
      linarith
    · ext i
      fin_cases i <;>
        simp [hamTwo, Matrix.mulVec, dotProduct, Fin.sum_univ_four] <;> linarith
  · rintro e ⟨v, hv, h⟩
    obtain ⟨r0, r1, r2, r3⟩ := two_electron_equations h
    by_contra hlt
    have hd : 0 < E - e := sub_pos.mpr (lt_of_not_ge hlt)
    -- below E the amplitudes are symmetric under exchange of the sites
    have p : v 0 = v 1 :=
      mul_left_cancel₀ (ne_of_gt (by linarith : 0 < U - e)) (r0.trans r1.symm)
    have q : v 2 = v 3 :=
      mul_left_cancel₀ (ne_of_gt (by linarith : 0 < V - e)) (r2.trans r3.symm)
    -- and the secular determinant is positive, so they vanish
    have hpos : 0 < (U - e) * (V - e) - 4 * t ^ 2 := by
      nlinarith [mul_pos hd (sub_pos.mpr hU), mul_pos hd (sub_pos.mpr hV), mul_pos hd hd]
    have a0 : ((U - e) * (V - e) - 4 * t ^ 2) * v 0 = 0 := by
      linear_combination (V - e) * r0 + 2 * t * r2 - t * (V - e) * q - 2 * t ^ 2 * p
    have a2 : ((U - e) * (V - e) - 4 * t ^ 2) * v 2 = 0 := by
      linear_combination (U - e) * r2 + 2 * t * r0 - t * (U - e) * p - 2 * t ^ 2 * q
    have b0 := (mul_eq_zero.mp a0).resolve_left hpos.ne'
    have b2 := (mul_eq_zero.mp a2).resolve_left hpos.ne'
    apply hv
    ext i
    fin_cases i <;> simp <;> linarith
```

## The dipole operator leads to the level U

A ground state $v$ has $v_0=v_1$, because $U-E>0$. The dipole operator therefore turns it into $(v_0,-v_0,0,0)$. The two hopping contributions to each singly occupied configuration cancel, so this vector has energy $U$.

It is also nonzero. If $v_0=v_1=0$, the second pair of equations gives $(V-E)v_2=(V-E)v_3=0$, so $v$ itself would vanish. After normalisation and up to sign, the excited state is $(1,-1,0,0)/\sqrt2$.

The optical gap is thus a dipole-allowed excitation energy, not necessarily the lowest excitation energy: the triplet at energy $V$ is lower when $V<U$.

```lean
/-- For t > 0 the dipole operator takes every two-electron ground state to a nonzero
eigenvector of energy U. -/
theorem dipole_excitation {t U V : ℝ} (ht : 0 < t) {v : Fin 4 → ℝ} (hv : v ≠ 0)
    (h : hamTwo t U V *ᵥ v = groundEnergy (hamTwo t U V) • v) :
    dipole *ᵥ v ≠ 0 ∧ hamTwo t U V *ᵥ (dipole *ᵥ v) = U • (dipole *ᵥ v) := by
  rw [groundEnergy, (two_electron_ground ht U V).csInf_eq] at h
  obtain ⟨-, hU, hV⟩ := pairEnergy_spec ht U V
  obtain ⟨r0, r1, r2, r3⟩ := two_electron_equations h
  have p : v 0 = v 1 := mul_left_cancel₀ (sub_pos.mpr hU).ne' (r0.trans r1.symm)
  have hD : dipole *ᵥ v = ![v 0, -v 1, 0, 0] := by
    ext i
    fin_cases i <;> simp [dipole, Matrix.mulVec_diagonal]
  rw [hD]
  constructor
  · intro hz
    have z0 : v 0 = 0 := congrFun hz 0
    have z1 : v 1 = 0 := p ▸ z0
    rw [z0, z1, add_zero, mul_zero] at r2 r3
    have z2 := (mul_eq_zero.mp r2).resolve_left (sub_pos.mpr hV).ne'
    have z3 := (mul_eq_zero.mp r3).resolve_left (sub_pos.mpr hV).ne'
    apply hv
    ext i
    fin_cases i <;> simp [z0, z1, z2, z3]
  · rw [p]
    ext i
    fin_cases i <;> simp [hamTwo, Matrix.mulVec, dotProduct, Fin.sum_univ_four]
```

## How the two-electron energy responds to V

Take $V<W$, and let $E$ and $F$ be the corresponding two-electron ground energies. Then

$$(U-E)(V-E)=4t^2=(U-F)(W-F),$$

with all four factors positive.

- If $F\le E$, then $U-F\ge U-E$ and $W-F>V-E$, so the right-hand product would be larger than the left-hand one.
- If $F-E\ge W-V$, then $U-F<U-E$ and $W-F\le V-E$, so it would be smaller.

Both are impossible, hence $0<F-E<W-V$. Physically, the slope of $E$ in $V$ is the probability of finding the electrons on different sites, and hopping keeps that probability strictly between 0 and 1.

Each half of the Lean proof negates the desired inequality with `by_contra`, and `nlinarith` compares the products.

```lean
/-- For t > 0, raising V raises the two-electron energy `pairEnergy`, but by less than
the increase of V. -/
theorem pairEnergy_increment {t : ℝ} (ht : 0 < t) (U : ℝ) {V W : ℝ} (h : V < W) :
    pairEnergy t U V < pairEnergy t U W ∧
      pairEnergy t U W - pairEnergy t U V < W - V := by
  obtain ⟨e1, u1, v1⟩ := pairEnergy_spec ht U V
  obtain ⟨e2, u2, v2⟩ := pairEnergy_spec ht U W
  set E := pairEnergy t U V
  set F := pairEnergy t U W
  have hlt : E < F := by
    by_contra hn
    have hn' : F ≤ E := le_of_not_gt hn
    nlinarith [mul_nonneg (sub_nonneg.mpr hn') (sub_pos.mpr v2).le,
      mul_pos (sub_pos.mpr u1) (by linarith : 0 < (W - F) - (V - E))]
  refine ⟨hlt, ?_⟩
  by_contra hn
  have hn' : W - V ≤ F - E := le_of_not_gt hn
  nlinarith [mul_pos (sub_pos.mpr hlt) (sub_pos.mpr v1),
    mul_nonneg (sub_pos.mpr u2).le (by linarith : 0 ≤ (V - E) - (W - F))]
```

## Both gaps from one energy

Inserting $E(1)=-t$ and $E(3)=U+2V-t$ gives

$$\text{charge gap}=U+2V-2t-2E,\qquad \text{optical gap}=U-E.$$

The lemma `csInf_eq` converts each least level into the ground energy used in the definitions.

```lean
/-- For t > 0 both gaps are fixed by the two-electron energy: the charge gap is
U + 2V - 2t - 2E(2) and the optical gap is U - E(2), with E(2) = `pairEnergy`. -/
theorem gaps_eq {t : ℝ} (ht : 0 < t) (U V : ℝ) :
    chargeGap t U V = U + 2 * V - 2 * t - 2 * pairEnergy t U V ∧
      opticalGap t U V = U - pairEnergy t U V := by
  have h1 : groundEnergy (hamOne t) = 0 - |-t| := (two_site_ground 0 (-t)).csInf_eq
  have h3 : groundEnergy (hamThree t U V) = U + 2 * V - |t| :=
    (two_site_ground (U + 2 * V) t).csInf_eq
  have h2 : groundEnergy (hamTwo t U V) = pairEnergy t U V :=
    (two_electron_ground ht U V).csInf_eq
  rw [abs_neg, abs_of_pos ht] at h1
  rw [abs_of_pos ht] at h3
  unfold chargeGap opticalGap
  rw [h1, h2, h3]
  exact ⟨by ring, rfl⟩
```

## The gaps move oppositely

When the repulsion rises from $V$ to $W$, the charge gap changes by $2[(W-V)-(F-E)]>0$ and the optical gap by $-(F-E)<0$.

The theorem says this for every $t>0$ and every real $U$: as functions of $V$ on the whole real line, the charge gap is `StrictMono` and the optical gap is `StrictAnti`. Some hopping is needed, since at $t=0$ and $V<U$ one has $E(2)=V$ and the charge gap stays at $U$.

```lean
/-- For t > 0 and any real U, the charge gap strictly increases with the intersite
repulsion V, while the optical gap strictly decreases. -/
theorem gaps_move_oppositely {t : ℝ} (ht : 0 < t) (U : ℝ) :
    StrictMono (fun V => chargeGap t U V) ∧ StrictAnti (fun V => opticalGap t U V) := by
  constructor
  · intro V W h
    have hi := (pairEnergy_increment ht U h).2
    change chargeGap t U V < chargeGap t U W
    rw [(gaps_eq ht U V).1, (gaps_eq ht U W).1]
    linarith
  · intro V W h
    have hi := (pairEnergy_increment ht U h).1
    change opticalGap t U W < opticalGap t U V
    rw [(gaps_eq ht U V).2, (gaps_eq ht U W).2]
    linarith
```

## Optical gap below charge gap

The charge gap minus the optical gap is

$$2V-2t-E=(V-2t)+(V-E).$$

The second term is positive, so $V\ge2t$ is sufficient for the optical gap to lie strictly below the charge gap. The difference is the exciton binding energy of this dimer.

```lean
/-- For t > 0 and intersite repulsion V ≥ 2t, the optical gap lies strictly below the
charge gap. -/
theorem optical_below_charge {t V : ℝ} (ht : 0 < t) (U : ℝ) (hV : 2 * t ≤ V) :
    opticalGap t U V < chargeGap t U V := by
  have h := (pairEnergy_spec ht U V).2.2
  rw [(gaps_eq ht U V).1, (gaps_eq ht U V).2]
  linarith

end

end ExtendedHubbardDimer
```

```lean
#print axioms ExtendedHubbardDimer.dipole_excitation
#print axioms ExtendedHubbardDimer.gaps_move_oppositely
#print axioms ExtendedHubbardDimer.optical_below_charge
```

```
'ExtendedHubbardDimer.dipole_excitation' depends on axioms: [propext, Classical.choice, Quot.sound]
'ExtendedHubbardDimer.gaps_move_oppositely' depends on axioms: [propext, Classical.choice, Quot.sound]
'ExtendedHubbardDimer.optical_below_charge' depends on axioms: [propext, Classical.choice, Quot.sound]
```

## Numbers for t = 1 and U = 4

At $V=1$, $s=\sqrt{9+16}=5$ and $E(2)=0$. At $V=4$, $s=4$ and $E(2)=2$.

| $V$ | $E(1)$ | $E(2)$ | $E(3)$ | Charge gap | Optical gap |
|---|---|---|---|---|---|
| 1 | −1 | 0 | 5 | 4 | 4 |
| 4 | −1 | 2 | 11 | 6 | 2 |

Raising $V$ by 3 raises $E(2)$ by 2, which lies between 0 and 3 as required. The charge gap grows by 2 and the optical gap shrinks by 2. At $V=1$ the gaps coincide, so the strict ordering of the two gaps does not hold for every positive $V$.
